# The interference term in the quadratic form of a symmetric operator at a superposition y + az

For a symmetric linear operator A on a complex inner product space, the lemma expands the real part of ⟨x, A x⟩ at the superposition x = y + a z, with a any complex number. The inner product is conjugate-linear in its first argument and linear in its second. The result is the value at y, plus |a|² times the value at z, plus the interference term 2 Re(ā⟨z, A y⟩). None of the vectors need be normalised or orthogonal; the form is the expectation value of A only when x has unit norm. The proof expands the inner product, uses symmetry to write ⟨y, A z⟩ as the conjugate of ⟨z, A y⟩, and then splits everything into real and imaginary parts so that `ring` can finish.

The failing Lean file:

```lean
import Mathlib

open scoped InnerProductSpace

namespace SingularMetricRayleigh

noncomputable section

variable {E : Type*} [NormedAddCommGroup E] [InnerProductSpace ℂ E]

/-- The real part of `⟨x, A x⟩`, with no normalisation of `x`. -/
def quad (A : E →ₗ[ℂ] E) (x : E) : ℝ := (inner ℂ x (A x)).re

/-- For symmetric `A`, the form `quad A` at `y + a z` is two diagonal terms plus an interference
term. -/
theorem quad_add_smul {A : E →ₗ[ℂ] E} (hA : A.IsSymmetric) (y z : E) (a : ℂ) :
    quad A (y + a • z) = quad A y + 2 * (starRingEnd ℂ a * inner ℂ z (A y)).re
      + Complex.normSq a * quad A z := by
  have h : inner ℂ y (A z) = starRingEnd ℂ (inner ℂ z (A y)) := by
    rw [inner_conj_symm]
    exact (hA y z).symm
  simp only [quad, map_add, map_smul, inner_add_left, inner_add_right, inner_smul_left,
    inner_smul_right]
  rw [h]
  simp only [Complex.add_re, Complex.mul_re, Complex.mul_im, Complex.conj_re, Complex.conj_im,
    Complex.normSq_apply]
  ring

end

end SingularMetricRayleigh
```

Compiling this gives:

```
Try this:
  [apply] ring_nf
  
  The `ring` tactic failed to close the goal. Use `ring_nf` to obtain a normal form.
    
  Note that `ring` works primarily in *commutative* rings. If you have a noncommutative ring, abelian group or module, consider using `noncomm_ring`, `abel` or `module` instead.
Main.lean:18:39: error: unsolved goals
E : Type u_1
inst✝¹ : NormedAddCommGroup E
inst✝ : InnerProductSpace ℂ E
A : E →ₗ[ℂ] E
hA : A.IsSymmetric
y z : E
a : ℂ
h : ⟪y, A z⟫_ℂ = (starRingEnd ℂ) ⟪z, A y⟫_ℂ
⊢ (⟪y, A y⟫_ℂ).re + a.re * (⟪z, A y⟫_ℂ).re * 2 + a.re * a.im * (⟪z, A z⟫_ℂ).im + a.re ^ 2 * (⟪z, A z⟫_ℂ).re +
        a.im * (⟪z, A y⟫_ℂ).im -
      a.im * ((starRingEnd ℂ) ⟪z, A y⟫_ℂ + (starRingEnd ℂ) a * ⟪z, A z⟫_ℂ).im =
    (⟪y, A y⟫_ℂ).re + a.re * (⟪z, A y⟫_ℂ).re * 2 + a.re ^ 2 * (⟪z, A z⟫_ℂ).re + a.im * (⟪z, A y⟫_ℂ).im * 2 +
      a.im ^ 2 * (⟪z, A z⟫_ℂ).re
Main.lean:25:45: warning: This simp argument is unused:
  Complex.mul_im

Hint: Omit it from the simp argument list.
  [apply] simp only [Complex.add_re, Complex.mul_re, Complex.conj_re, Complex.conj_im, Complex.normSq_apply]

Note: This linter can be disabled with `set_option linter.unusedSimpArgs false`
```

Diagnosis. The error shows the goal left over when `ring` could not close it. One term on the left still contains the imaginary part of a sum, `((starRingEnd ℂ) ⟪z, A y⟫_ℂ + (starRingEnd ℂ) a * ⟪z, A z⟫_ℂ).im`. The last `simp only` had `Complex.add_re` for the real part of a sum but no `Complex.add_im` for the imaginary part. `ring` does not know how `.im` acts on a sum, so it treated the whole expression as a single unknown and could not match it with the right-hand side. Its suggestion to use `ring_nf` would not supply the missing fact.

The warning that `Complex.mul_im` is unused has the same origin: the product whose imaginary part it would expand was still inside that sum.

The repair adds `Complex.add_im`. The sum now splits, `Complex.mul_im` and `Complex.conj_im` expand its parts, and the terms in `(⟪z, A z⟫_ℂ).im` cancel, so `ring` closes the goal. The changed line break is only layout.

Fix (accepted with no message):

```diff
@@ -23,6 +23,6 @@
     inner_smul_right]
   rw [h]
-  simp only [Complex.add_re, Complex.mul_re, Complex.mul_im, Complex.conj_re, Complex.conj_im,
-    Complex.normSq_apply]
+  simp only [Complex.add_re, Complex.add_im, Complex.mul_re, Complex.mul_im, Complex.conj_re,
+    Complex.conj_im, Complex.normSq_apply]
   ring
 
```
